# A time-reversal-invariant density matrix has no transverse Hartree energy from time-reversal-odd currents

Let g be a Hermitian one-particle density matrix in a finite orthonormal basis, and let J_x be finitely many Hermitian current operators. Their expectation values and the transverse Hartree energy are

j_x = tr(g J_x)

E = −(1/2) Σ_xy w_xy j_x j_y

with real couplings w_xy. Time reversal acts on a matrix A as

T(A) = U conj(A) U†

where U is unitary, conj is entrywise complex conjugation and † is the conjugate transpose. If T(g) = g and T(J_x) = −J_x for every x, then every j_x is zero, and so is E, for any w.

Without time-reversal symmetry, E is still real. It satisfies E ≤ 0 if w is positive semidefinite, and if w is positive definite, E is zero exactly when all the currents vanish.

The factor 1/2 compensates for counting each pair twice, and the minus sign expresses that parallel currents attract. The index x can run over grid points and Cartesian components together, or over auxiliary functions. Physical prefactors, such as 1/c² in atomic units, belong in w.

## Skipping the direct term in closed-shell relativistic calculations

In a relativistic density-functional calculation in a finite basis, the result justifies leaving out the direct part of the Gaunt or Breit interaction when the density matrix is time-reversal invariant. This is the situation when Kramers pairs are equally occupied. The exchange part is a different contraction of the density matrix and in general survives.

The potential obtained by differentiating E with respect to g is linear in the currents, so it vanishes at such a state as well. The second derivative does not contain the currents and need not vanish, so a magnetic response calculation may need the term even for a closed shell. The file contains no derivatives; these two remarks come from differentiating the quadratic form directly.

For open shells the sign is a useful check. A positive direct energy from Hermitian inputs means that the discretised w is not positive semidefinite, apart from rounding. One possible cause is a point-sampled kernel with its self-terms set to zero: a nonzero symmetric matrix with zero diagonal has zero trace, and therefore a negative eigenvalue.

## From conjugation to a vanishing current

Take any Hermitian matrix a and a Hermitian J with T(J) = −J. Hermiticity turns complex conjugation into transposition:

conj(a) = aᵀ, conj(J) = Jᵀ

Since U†U = 1, the product of the two reversed matrices is

T(a) T(J) = U aᵀ U† U Jᵀ U† = U aᵀ Jᵀ U†

Cyclicity of the trace removes the outer factors, and a transpose leaves the trace unchanged:

tr(T(a) T(J)) = tr(aᵀ Jᵀ) = tr((J a)ᵀ) = tr(J a) = tr(a J)

Inserting T(J) = −J gives

tr(T(a) J) = −tr(a J)

Reversing the state reverses its current. For an invariant state, a = g and T(g) = g, so j_x = −j_x and hence j_x = 0. Every term of E then contains a zero factor.

The same identity covers a state added to its reversed partner:

tr((a + T(a)) J) = tr(a J) − tr(a J) = 0

With a the projector on one spinor, a + T(a) is the density matrix of a filled Kramers pair.

For the sign, no time reversal is needed. If g and J_x are Hermitian, then

conj(j_x) = tr((g J_x)†) = tr(J_x g) = tr(g J_x) = j_x

so each current is real. E is therefore minus one half of a real quadratic form, evaluated at the vector of currents. A positive semidefinite w makes that form nonnegative, and E ≤ 0. If w is positive definite, a nonzero current vector makes the form positive and E negative, so E = 0 forces every current to vanish. The converse is immediate.

A two-site bond shows both cases. Take U = 1 and the bond current

J = [[0, −i], [i, 0]]

The normalised orbital (1, 1)/√2 has a real density matrix with all entries 1/2. It is invariant, and its current is zero. The normalised orbital (1, i)/√2 has

g = [[1/2, −i/2], [i/2, 1/2]]

tr(g J) = (−i/2)(i) + (i/2)(−i) = 1

With a single current and w = 1, its energy is −1/2. Its density matrix is Hermitian but not invariant, since conjugation turns the relative phase i into −i.

## The Lean file

```lean
import Mathlib

open Matrix

namespace TransverseHartree

noncomputable section

variable {n ι : Type*} [Fintype n] [Fintype ι]

/-- Time reversal of a matrix: complex conjugation of its entries followed by
conjugation with `U`. -/
def timeReverse (U A : Matrix n n ℂ) : Matrix n n ℂ :=
  U * A.map (starRingEnd ℂ) * Uᴴ

/-- The expectation value `tr(g J)` of a current operator `J` in the density matrix `g`. -/
def current (g J : Matrix n n ℂ) : ℂ := trace (g * J)

/-- The transverse Hartree energy `-(1/2) ∑ w_xy j_x j_y` of the currents `j_x = tr(g J_x)`. -/
def energy (w : ι → ι → ℝ) (g : Matrix n n ℂ) (J : ι → Matrix n n ℂ) : ℂ :=
  -(1 / 2) * ∑ x, ∑ y, (w x y : ℂ) * current g (J x) * current g (J y)

/-- For unitary `U`, Hermitian `a` and a Hermitian, time-reversal-odd current operator `J`,
time reversal of `a` reverses the sign of its current. -/
theorem current_timeReverse [DecidableEq n] {U a J : Matrix n n ℂ}
    (hU : U ∈ unitaryGroup n ℂ)
    (ha : a.IsHermitian) (hJ : J.IsHermitian) (hodd : timeReverse U J = -J) :
    current (timeReverse U a) J = -current a J := by
  have hUU : Uᴴ * U = 1 := mem_unitaryGroup_iff'.mp hU
  -- for Hermitian matrices, complex conjugation is transposition
  have hat : a.map (starRingEnd ℂ) = aᵀ := by
    ext i j
    exact ha.apply j i
  have hJt : J.map (starRingEnd ℂ) = Jᵀ := by
    ext i j
    exact hJ.apply j i
  have hprod : timeReverse U a * timeReverse U J = U * (aᵀ * Jᵀ) * Uᴴ := by
    unfold timeReverse
    rw [hat, hJt]
    calc U * aᵀ * Uᴴ * (U * Jᵀ * Uᴴ) = U * aᵀ * (Uᴴ * U) * Jᵀ * Uᴴ := by
          simp only [Matrix.mul_assoc]
      _ = U * (aᵀ * Jᵀ) * Uᴴ := by
          rw [hUU, Matrix.mul_one]
          simp only [Matrix.mul_assoc]
  -- reversing both the state and the operator leaves the trace unchanged
  have h : trace (timeReverse U a * timeReverse U J) = trace (a * J) := by
    rw [hprod, trace_mul_comm, ← Matrix.mul_assoc, hUU, Matrix.one_mul,
      ← transpose_mul, trace_transpose, trace_mul_comm]
  rw [hodd, Matrix.mul_neg, trace_neg] at h
  unfold current
  linear_combination -h

/-- If `U` is unitary, the density matrix is Hermitian and time-reversal invariant, and the
current operators are Hermitian and time-reversal odd, then every current and the transverse
Hartree energy vanish. -/
theorem energy_eq_zero_of_invariant [DecidableEq n] {U g : Matrix n n ℂ}
    {J : ι → Matrix n n ℂ}
    (w : ι → ι → ℝ) (hU : U ∈ unitaryGroup n ℂ) (hg : g.IsHermitian)
    (hinv : timeReverse U g = g) (hJ : ∀ x, (J x).IsHermitian)
    (hodd : ∀ x, timeReverse U (J x) = -J x) :
    (∀ x, current g (J x) = 0) ∧ energy w g J = 0 := by
  have hz : ∀ x, current g (J x) = 0 := by
    intro x
    have h := current_timeReverse hU hg (hJ x) (hodd x)
    rw [hinv] at h
    linear_combination h / 2
  exact ⟨hz, by simp [energy, hz]⟩

/-- For unitary `U` and Hermitian, time-reversal-odd current operators, the sum of a Hermitian
matrix `a` and its time-reversed partner has zero transverse Hartree energy. -/
theorem energy_add_timeReverse [DecidableEq n] {U a : Matrix n n ℂ}
    {J : ι → Matrix n n ℂ}
    (w : ι → ι → ℝ) (hU : U ∈ unitaryGroup n ℂ) (ha : a.IsHermitian)
    (hJ : ∀ x, (J x).IsHermitian) (hodd : ∀ x, timeReverse U (J x) = -J x) :
    energy w (a + timeReverse U a) J = 0 := by
  have hz : ∀ x, current (a + timeReverse U a) (J x) = 0 := by
    intro x
    have h := current_timeReverse hU ha (hJ x) (hodd x)
    unfold current at h ⊢
    rw [Matrix.add_mul, trace_add, h, add_neg_cancel]
  simp [energy, hz]

/-- The current of a Hermitian operator in a Hermitian density matrix is real. -/
theorem current_real {g J : Matrix n n ℂ} (hg : g.IsHermitian) (hJ : J.IsHermitian) :
    ((current g J).re : ℂ) = current g J := by
  have h : star (current g J) = current g J := by
    unfold current
    rw [← trace_conjTranspose, conjTranspose_mul, hg.eq, hJ.eq, trace_mul_comm]
  exact Complex.conj_eq_iff_re.mp h

/-- For a Hermitian density matrix and Hermitian current operators, the transverse Hartree
energy is minus one half of a real quadratic form in the currents. -/
theorem energy_real (w : ι → ι → ℝ) {g : Matrix n n ℂ} {J : ι → Matrix n n ℂ}
    (hg : g.IsHermitian) (hJ : ∀ x, (J x).IsHermitian) :
    energy w g J = ((-(1 / 2) * ∑ x, ∑ y,
      w x y * (current g (J x)).re * (current g (J y)).re : ℝ) : ℂ) := by
  have h : ∀ x, ((current g (J x)).re : ℂ) = current g (J x) :=
    fun x => current_real hg (hJ x)
  unfold energy
  push_cast
  simp only [h]

/-- For a Hermitian density matrix, Hermitian current operators and a positive semidefinite
coupling, the transverse Hartree energy is real and nonpositive. -/
theorem energy_nonpos {w : ι → ι → ℝ} {g : Matrix n n ℂ} {J : ι → Matrix n n ℂ}
    (hg : g.IsHermitian) (hJ : ∀ x, (J x).IsHermitian)
    (hw : ∀ v : ι → ℝ, 0 ≤ ∑ x, ∑ y, w x y * v x * v y) :
    (energy w g J).im = 0 ∧ (energy w g J).re ≤ 0 := by
  have h : 0 ≤ ∑ x, ∑ y, w x y * (current g (J x)).re * (current g (J y)).re :=
    hw (fun x => (current g (J x)).re)
  rw [energy_real w hg hJ, Complex.ofReal_im, Complex.ofReal_re]
  exact ⟨rfl, by linarith⟩

/-- For a Hermitian density matrix, Hermitian current operators and a strictly positive
coupling, the transverse Hartree energy is zero exactly when every current vanishes. -/
theorem energy_eq_zero_iff {w : ι → ι → ℝ} {g : Matrix n n ℂ} {J : ι → Matrix n n ℂ}
    (hg : g.IsHermitian) (hJ : ∀ x, (J x).IsHermitian)
    (hw : ∀ v : ι → ℝ, v ≠ 0 → 0 < ∑ x, ∑ y, w x y * v x * v y) :
    energy w g J = 0 ↔ ∀ x, current g (J x) = 0 := by
  constructor
  · intro hE
    rw [energy_real w hg hJ, Complex.ofReal_eq_zero] at hE
    -- a nonzero current vector would make the energy strictly negative
    have hv : (fun x => (current g (J x)).re) = 0 := by
      by_contra hne
      have h : 0 < ∑ x, ∑ y, w x y * (current g (J x)).re * (current g (J y)).re :=
        hw _ hne
      linarith
    intro x
    have hx : (current g (J x)).re = 0 := congrFun hv x
    rw [← current_real hg (hJ x), hx, Complex.ofReal_zero]
  · intro h
    simp [energy, h]

/-- The current operator of a bond between two sites. -/
def bondCurrent : Matrix (Fin 2) (Fin 2) ℂ := !![0, -Complex.I; Complex.I, 0]

/-- The density matrix of one electron in the real, even combination of two site orbitals. -/
def bondState : Matrix (Fin 2) (Fin 2) ℂ := !![1 / 2, 1 / 2; 1 / 2, 1 / 2]

/-- The density matrix of one electron in a combination of two site orbitals with relative
phase `i`. -/
def flowState : Matrix (Fin 2) (Fin 2) ℂ :=
  !![1 / 2, -Complex.I / 2; Complex.I / 2, 1 / 2]

/-- With `U = 1`, the bond state is Hermitian and time-reversal invariant, and the bond current
is Hermitian and time-reversal odd. -/
theorem invariant_witness :
    (1 : Matrix (Fin 2) (Fin 2) ℂ) ∈ unitaryGroup (Fin 2) ℂ ∧
    bondState.IsHermitian ∧ timeReverse 1 bondState = bondState ∧
    bondCurrent.IsHermitian ∧ timeReverse 1 bondCurrent = -bondCurrent := by
  refine ⟨one_mem _, ?_, ?_, ?_, ?_⟩
  · unfold Matrix.IsHermitian
    ext i j
    fin_cases i <;> fin_cases j <;> simp [bondState]
  · ext i j
    have h2 : (starRingEnd ℂ) 2 = 2 := by
      apply Complex.ext <;> simp
    fin_cases i <;> fin_cases j <;> simp [timeReverse, bondState] <;> exact h2
  · unfold Matrix.IsHermitian
    ext i j
    fin_cases i <;> fin_cases j <;> simp [bondCurrent]
  · ext i j
    fin_cases i <;> fin_cases j <;> simp [timeReverse, bondCurrent]

/-- The state with relative phase `i` is Hermitian, and with a single bond current and unit
coupling its transverse Hartree energy is `-1/2`. -/
theorem energy_flowState :
    flowState.IsHermitian ∧
    energy (fun _ _ : Fin 1 => 1) flowState (fun _ => bondCurrent) = -1 / 2 := by
  constructor
  · unfold Matrix.IsHermitian
    ext i j
    fin_cases i <;> fin_cases j <;> simp [flowState]
  · have hc : current flowState bondCurrent = 1 := by
      unfold current
      rw [trace_fin_two]
      simp only [Matrix.mul_apply, Fin.sum_univ_two]
      change (1 / 2 : ℂ) * 0 + -Complex.I / 2 * Complex.I
        + (Complex.I / 2 * -Complex.I + 1 / 2 * 0) = 1
      linear_combination (-1 : ℂ) * Complex.I_mul_I
    norm_num [energy, hc]

end

end TransverseHartree
```

```lean
#print axioms TransverseHartree.energy_add_timeReverse
#print axioms TransverseHartree.energy_nonpos
#print axioms TransverseHartree.energy_eq_zero_iff
#print axioms TransverseHartree.energy_flowState
```

```
'TransverseHartree.energy_add_timeReverse' depends on axioms: [propext, Classical.choice, Quot.sound]
'TransverseHartree.energy_nonpos' depends on axioms: [propext, Classical.choice, Quot.sound]
'TransverseHartree.energy_eq_zero_iff' depends on axioms: [propext, Classical.choice, Quot.sound]
'TransverseHartree.energy_flowState' depends on axioms: [propext, Classical.choice, Quot.sound]
```

## What the hypotheses mean for a basis set and a kernel

The finite type `n` labels basis functions, including spin components where present, and `ι` labels the current operators. `timeReverse U A` is T(A), with `Uᴴ` for U† and `A.map (starRingEnd ℂ)` for conj(A). `current g J` is the trace, and `energy w g J` is the double sum with its prefactor. Both take complex values, so the reality of the energy is a theorem.

`energy_eq_zero_of_invariant` has four physical inputs besides unitarity: `hg` and `hJ` say that the state and the currents are Hermitian, `hinv` says that the state is invariant, and `hodd` says that every current operator is odd. The same U must serve throughout. Nothing is assumed about w, about the trace or positivity of g, or about whether time reversal squares to +1 or −1. The statement therefore applies to spinless orbitals and to spinors.

In an orthonormal basis whose span is closed under time reversal, U is unitary and the ordinary trace gives the expectation value. Matrices in overlapping atomic orbitals can be transformed to such a basis first. For real spatial orbitals multiplied by spin functions this is unnecessary: U is unitary there despite the overlap, and the theorems apply directly to the density matrix of orbital coefficients and the matrices of current integrals. That the current operators of a particular code are odd is a hypothesis here, to be checked for its representation.

In `energy_nonpos`, positive semidefiniteness is the condition `hw` that the quadratic form is nonnegative for every real vector; w need not be symmetric. `energy_eq_zero_iff` asks that the form be strictly positive on nonzero vectors, which positive entries of w do not ensure. That condition is a real restriction: a coupling that projects out longitudinal currents assigns them zero energy, so there E = 0 can occur with nonzero currents.

The theorems concern finite sums of real and complex numbers. They give no bound on rounding errors, no convergence statement for a grid or basis, and no derivation of the transverse interaction from electrodynamics. Exchange, correlation and frequency-dependent retardation do not appear in the energy.

## Where each step of the derivation sits in the proof

`current_timeReverse` carries the main argument. Its steps `hat` and `hJt` replace conjugation by transposition, reading the entries off from Hermiticity. The step `hprod` brings the two inner factors `Uᴴ * U` together and removes them, and `h` applies cyclicity and transpose invariance of the trace. Rewriting with `hodd` introduces the minus sign, and `linear_combination -h` rearranges the equation.

In `energy_eq_zero_of_invariant`, rewriting with `hinv` turns this lemma into j_x = −j_x, and `linear_combination h / 2` concludes j_x = 0. `energy_add_timeReverse` uses the lemma without requiring an invariant state: it splits the trace of the sum and cancels the two currents.

`current_real` follows the conjugate-transpose calculation above. `energy_real` uses it to write the complex energy as a real number embedded in ℂ. From there, `energy_nonpos` applies `hw` to the vector of real parts of the currents. `energy_eq_zero_iff` argues by contradiction: a nonzero vector would give a strictly positive form, against zero energy. `current_real` then carries the result from the real parts back to the complex currents.

`invariant_witness` checks entry by entry that the real bond state and the bond current satisfy all the matrix hypotheses of the vanishing theorem. `energy_flowState` evaluates the current-carrying orbital and obtains −1/2, so Hermiticity of the state alone does not make the energy vanish.

## Defining the current as a real part

A code may store only the real part of the trace. The model could do the same, with j_x = Re tr(g J_x) and a real-valued energy. The sign bound would then follow from the condition on w alone, with no Hermiticity assumption.

The vanishing result would need less as well. For arbitrary g and J with T(g) = g and T(J) = −J,

−tr(g J) = tr(T(g) T(J)) = conj(tr(g J))

so the real part of the trace is zero without Hermiticity. What changes is the information carried by the result: a density matrix that has lost Hermiticity through a programming error could have an imaginary current, which the real-part definition would discard. With the complex definition, Hermiticity is what excludes that imaginary part, and a nonzero imaginary part beyond rounding in a code's trace signals that g or J_x is not Hermitian.
